# Charge-conjugation signs of Dirac bilinears with mutually anticommuting spinor components

**Q.** If I treat spinor components as ordinary numbers, charge conjugation leaves the vector current unchanged. The positron then carries the electron's current, and the coupling to an external potential flips sign when I reverse the potential too. The correct sign comes from Fermi statistics. How can a statement about 4×4 matrices contain that?

**A.** The matrices supply only half of it; the other half is an exchange rule for the components. Let ψ be the column spinor and χ the row spinor that textbooks write as ψ̄. With C = iγ²γ⁰, the substitution is

ψ' = Cχᵀ,  χ' = −ψᵀC⁻¹.

For any 4×4 matrix G, written out in components,

χ'Gψ' = −∑ (C⁻¹)_ca G_ab C_bd ψ_c χ_d.

If ψ_c χ_d = −χ_d ψ_c, this becomes

χ'Gψ' = ∑ (C⁻¹GC)_cd χ_d ψ_c = χ(C⁻¹GC)ᵀψ.

**Q.** And the matrix half?

**A.** Different gammas anticommute, (γ⁰)² = 1 and (γ²)² = −1, so C² = −1 and C⁻¹ = −C. In the Dirac representation γ⁰ and γ² are symmetric and anticommute with C, while γ¹ and γ³ are antisymmetric and commute with C. In both cases

C⁻¹γ^μC = −(γ^μ)ᵀ.

The matrix γ⁵ = iγ⁰γ¹γ²γ³ is symmetric and commutes with C, so C⁻¹γ⁵C = (γ⁵)ᵀ. Inserting CC⁻¹ between factors gives the other two:

C⁻¹γ^μγ⁵C = −(γ^μ)ᵀ(γ⁵)ᵀ = −(γ⁵γ^μ)ᵀ = (γ^μγ⁵)ᵀ

C⁻¹σ^{μν}C = (i/2)[(γ^μ)ᵀ, (γ^ν)ᵀ] = −(σ^{μν})ᵀ, where σ^{μν} = (i/2)[γ^μ, γ^ν].

With C⁻¹1C = 1, the signs for 1, γ⁵, γ^μ, γ^μγ⁵, σ^{μν} are +, +, −, +, −.

**Q.** Which conventions does the Lean version fix?

**A.** The Dirac representation, with both Lorentz and spinor indices running from 0 to 3.

```lean
import Mathlib

open Matrix

namespace ChargeConjugationBilinears

noncomputable section

/-- The Dirac matrices `γ^μ` in the Dirac representation. -/
def gamma : Fin 4 → Matrix (Fin 4) (Fin 4) ℂ :=
  ![!![1, 0, 0, 0; 0, 1, 0, 0; 0, 0, -1, 0; 0, 0, 0, -1],
    !![0, 0, 0, 1; 0, 0, 1, 0; 0, -1, 0, 0; -1, 0, 0, 0],
    !![0, 0, 0, -Complex.I; 0, 0, Complex.I, 0; 0, Complex.I, 0, 0; -Complex.I, 0, 0, 0],
    !![0, 0, 1, 0; 0, 0, 0, -1; -1, 0, 0, 0; 0, 1, 0, 0]]
```

The remaining matrices follow from their usual formulas.

```lean
/-- The chirality matrix `γ⁵ = i γ⁰ γ¹ γ² γ³`. -/
def gamma5 : Matrix (Fin 4) (Fin 4) ℂ :=
  Complex.I • (gamma 0 * gamma 1 * gamma 2 * gamma 3)

/-- The spin tensor `σ^{μν} = (i/2) [γ^μ, γ^ν]`. -/
def sigma (μ ν : Fin 4) : Matrix (Fin 4) (Fin 4) ℂ :=
  (Complex.I / 2) • (gamma μ * gamma ν - gamma ν * gamma μ)

/-- The charge-conjugation matrix `C = i γ² γ⁰`. -/
def C : Matrix (Fin 4) (Fin 4) ℂ := Complex.I • (gamma 2 * gamma 0)
```

**Q.** Where do the anticommuting components live?

**A.** In `A`, an arbitrary associative complex algebra with unit. A spinor is a function `Fin 4 → A`, and `bilinear χ G ψ` keeps χ to the left of ψ in every product.

```lean
variable {A : Type*} [Ring A] [Algebra ℂ A]

/-- The bilinear `χ G ψ`, the sum of `G_ab χ_a ψ_b`, for spinors with components in an algebra. -/
def bilinear (χ : Fin 4 → A) (G : Matrix (Fin 4) (Fin 4) ℂ) (ψ : Fin 4 → A) : A :=
  ∑ a, ∑ b, G a b • (χ a * ψ b)
```

The names of the next two maps refer to their outputs: `conjPsi` takes χ and returns ψ', while `conjChi` takes ψ and returns χ'.

```lean
/-- The conjugated column spinor `ψ' = C χᵀ`. -/
def conjPsi (χ : Fin 4 → A) : Fin 4 → A := fun a => ∑ b, C a b • χ b

/-- The conjugated row spinor `χ' = -ψᵀ C⁻¹`. -/
def conjChi (ψ : Fin 4 → A) : Fin 4 → A := fun a => -∑ b, C⁻¹ b a • ψ b
```

**Q.** Is `C⁻¹` really the inverse?

**A.** Yes. The first theorem computes the entries of C and checks that C times −C is the identity.

```lean
/-- The entries of `C` in the Dirac representation, and its inverse `C⁻¹ = -C`. -/
theorem C_explicit :
    C = !![0, 0, 0, -1; 0, 0, 1, 0; 0, -1, 0, 0; 1, 0, 0, 0] ∧ C⁻¹ = -C := by
  have hC : C = !![0, 0, 0, -1; 0, 0, 1, 0; 0, -1, 0, 0; 1, 0, 0, 0] := by
    ext i j
    fin_cases i <;> fin_cases j <;> simp [C, gamma]
  refine ⟨hC, Matrix.inv_eq_right_inv ?_⟩
  rw [hC]
  ext i j
  fin_cases i <;> fin_cases j <;> simp [Matrix.mul_apply, Fin.sum_univ_four]
```

The rules for γ^μ and γ⁵ are then checked entry by entry: `fin_cases` runs through the indices and `simp` evaluates each entry. This replaces the symmetry argument above.

```lean
/-- Charge conjugation of the Dirac matrices: `C⁻¹ γ^μ C = -(γ^μ)ᵀ`. -/
theorem gamma_conj (μ : Fin 4) : C⁻¹ * gamma μ * C = -(gamma μ)ᵀ := by
  rw [C_explicit.2, C_explicit.1]
  ext i j
  fin_cases μ <;> fin_cases i <;> fin_cases j <;>
    simp [gamma, Matrix.mul_apply, Fin.sum_univ_four]

/-- The chirality matrix obeys `C⁻¹ γ⁵ C = (γ⁵)ᵀ` and anticommutes with every `γ^μ`. -/
theorem gamma5_conj :
    C⁻¹ * gamma5 * C = gamma5ᵀ ∧ ∀ μ, gamma5 * gamma μ = -(gamma μ * gamma5) := by
  have h5 : gamma5 = !![0, 0, 1, 0; 0, 0, 0, 1; 1, 0, 0, 0; 0, 1, 0, 0] := by
    ext i j
    fin_cases i <;> fin_cases j <;>
      simp [gamma5, gamma]
  rw [C_explicit.2, C_explicit.1, h5]
  constructor
  · ext i j
    fin_cases i <;> fin_cases j <;> simp [Matrix.mul_apply, Fin.sum_univ_four]
  · intro μ
    ext i j
    fin_cases μ <;> fin_cases i <;> fin_cases j <;>
      simp [gamma, Matrix.mul_apply, Fin.sum_univ_four]
```

For the axial and tensor matrices the proof does follow the hand argument. `hmul` is the insertion of CC⁻¹, and the axial case uses the transposed anticommutation of γ⁵ with γ^μ.

```lean
/-- The axial and tensor matrices obey `C⁻¹ γ^μ γ⁵ C = (γ^μ γ⁵)ᵀ` and
`C⁻¹ σ^{μν} C = -(σ^{μν})ᵀ`. -/
theorem axial_tensor_conj (μ ν : Fin 4) :
    C⁻¹ * (gamma μ * gamma5) * C = (gamma μ * gamma5)ᵀ ∧
      C⁻¹ * sigma μ ν * C = -(sigma μ ν)ᵀ := by
  have hC : C * C⁻¹ = 1 := by
    rw [mul_eq_one_comm, C_explicit.2, C_explicit.1]
    ext i j
    fin_cases i <;> fin_cases j <;> simp [Matrix.mul_apply, Fin.sum_univ_four]
  -- conjugation respects products: insert `C C⁻¹` between the factors
  have hmul (G H : Matrix (Fin 4) (Fin 4) ℂ) :
      C⁻¹ * (G * H) * C = (C⁻¹ * G * C) * (C⁻¹ * H * C) := by
    calc C⁻¹ * (G * H) * C = C⁻¹ * G * 1 * H * C := by
          simp only [Matrix.mul_assoc, Matrix.one_mul]
      _ = C⁻¹ * G * (C * C⁻¹) * H * C := by rw [hC]
      _ = (C⁻¹ * G * C) * (C⁻¹ * H * C) := by simp only [Matrix.mul_assoc]
  constructor
  · have h := congrArg Matrix.transpose (gamma5_conj.2 μ)
    rw [Matrix.transpose_mul, Matrix.transpose_neg, Matrix.transpose_mul] at h
    rw [hmul, gamma_conj, gamma5_conj.1, Matrix.transpose_mul, neg_mul, h, neg_neg]
  · simp only [sigma, Matrix.mul_smul, Matrix.smul_mul, Matrix.mul_sub, Matrix.sub_mul, hmul,
      gamma_conj, Matrix.transpose_smul, Matrix.transpose_sub, Matrix.transpose_mul, neg_mul_neg]
    rw [← smul_neg, neg_sub]
```

**Q.** Now the statistics.

**A.** The exchange rule is stated with a complex number s: ψ_a χ_b = s χ_b ψ_a. The result is χ'Gψ' = −s χ(C⁻¹GC)ᵀψ. In the proof, `term` expands one summand and reorders its components, and `swap` reverses the four summations so that the matrix product can be read off.

```lean
/-- If `ψ_a χ_b = s χ_b ψ_a` for all components, with a number `s`, then
`χ' G ψ' = -s χ (C⁻¹ G C)ᵀ ψ` for every matrix `G`. -/
theorem bilinear_conj {ψ χ : Fin 4 → A} {s : ℂ}
    (h : ∀ a b, ψ a * χ b = s • (χ b * ψ a)) (G : Matrix (Fin 4) (Fin 4) ℂ) :
    bilinear (conjChi ψ) G (conjPsi χ) = (-s) • bilinear χ (C⁻¹ * G * C)ᵀ ψ := by
  -- reversing the order of four summations
  have swap (T : Fin 4 → Fin 4 → Fin 4 → Fin 4 → A) :
      ∑ a, ∑ b, ∑ c, ∑ d, T a b c d = ∑ d, ∑ c, ∑ b, ∑ a, T a b c d := by
    calc ∑ a, ∑ b, ∑ c, ∑ d, T a b c d = ∑ b, ∑ a, ∑ c, ∑ d, T a b c d := Finset.sum_comm
      _ = ∑ b, ∑ c, ∑ d, ∑ a, T a b c d := Finset.sum_congr rfl fun b _ =>
          Finset.sum_comm.trans (Finset.sum_congr rfl fun c _ => Finset.sum_comm)
      _ = ∑ c, ∑ d, ∑ b, ∑ a, T a b c d :=
          Finset.sum_comm.trans (Finset.sum_congr rfl fun c _ => Finset.sum_comm)
      _ = ∑ d, ∑ c, ∑ b, ∑ a, T a b c d := Finset.sum_comm
  -- each term is reordered with the exchange rule for the components
  have term (a b : Fin 4) : G a b • (conjChi ψ a * conjPsi χ b) =
      ∑ c, ∑ d, (-s) • ((C⁻¹ c a * G a b * C b d) • (χ d * ψ c)) := by
    unfold conjChi conjPsi
    rw [neg_mul, Finset.sum_mul_sum, smul_neg, Finset.smul_sum, ← Finset.sum_neg_distrib]
    refine Finset.sum_congr rfl fun c _ => ?_
    rw [Finset.smul_sum, ← Finset.sum_neg_distrib]
    refine Finset.sum_congr rfl fun d _ => ?_
    rw [smul_mul_assoc, mul_smul_comm, h c d]
    module
  unfold bilinear
  simp only [term]
  rw [swap]
  simp only [Matrix.transpose_apply, Matrix.mul_apply, Finset.sum_mul, Finset.sum_smul,
    Finset.smul_sum]
```

Setting s = −1 gives the five signs. The hypothesis `h` says that each component of ψ anticommutes with each component of χ; it imposes nothing within ψ or within χ. Inside the proof, `key` is the reordering formula at s = −1, and each case inserts its matrix rule.

```lean
/-- If each component of `ψ` anticommutes with each component of `χ`, charge conjugation
multiplies the scalar, pseudoscalar, vector, axial and tensor bilinears by `+, +, -, +, -`. -/
theorem charge_conjugation_signs {ψ χ : Fin 4 → A} (h : ∀ a b, ψ a * χ b = -(χ b * ψ a)) :
    bilinear (conjChi ψ) 1 (conjPsi χ) = bilinear χ 1 ψ ∧
    bilinear (conjChi ψ) gamma5 (conjPsi χ) = bilinear χ gamma5 ψ ∧
    (∀ μ, bilinear (conjChi ψ) (gamma μ) (conjPsi χ) = -bilinear χ (gamma μ) ψ) ∧
    (∀ μ, bilinear (conjChi ψ) (gamma μ * gamma5) (conjPsi χ) =
      bilinear χ (gamma μ * gamma5) ψ) ∧
    (∀ μ ν, bilinear (conjChi ψ) (sigma μ ν) (conjPsi χ) = -bilinear χ (sigma μ ν) ψ) := by
  have hs : ∀ a b, ψ a * χ b = (-1 : ℂ) • (χ b * ψ a) := fun a b => by
    rw [h a b, neg_smul, one_smul]
  have key (G : Matrix (Fin 4) (Fin 4) ℂ) :
      bilinear (conjChi ψ) G (conjPsi χ) = bilinear χ (C⁻¹ * G * C)ᵀ ψ := by
    rw [bilinear_conj hs, neg_neg, one_smul]
  have hneg (G : Matrix (Fin 4) (Fin 4) ℂ) : bilinear χ (-G) ψ = -bilinear χ G ψ := by
    simp [bilinear]
  have h1 : C⁻¹ * 1 * C = 1 := by
    rw [Matrix.mul_one, C_explicit.2, C_explicit.1]
    ext i j
    fin_cases i <;> fin_cases j <;> simp [Matrix.mul_apply, Fin.sum_univ_four]
  refine ⟨?_, ?_, fun μ => ?_, fun μ => ?_, fun μ ν => ?_⟩
  · rw [key, h1, Matrix.transpose_one]
  · rw [key, gamma5_conj.1, Matrix.transpose_transpose]
  · rw [key, gamma_conj, Matrix.transpose_neg, Matrix.transpose_transpose, hneg]
  · rw [key, (axial_tensor_conj μ μ).1, Matrix.transpose_transpose]
  · rw [key, (axial_tensor_conj μ ν).2, Matrix.transpose_neg, Matrix.transpose_transpose, hneg]
```

**Q.** Does that repair the coupling to the potential?

**A.** It does. Here `pot` holds the four covariant components of the potential as complex numbers, with the charge absorbed. The current and the potential both change sign, so each term of the sum is unchanged. In the field theory of the electron this is how an electron's coupling to a potential becomes a positron's coupling to the reversed one, shown here for the interaction term at a single point, without the kinetic term.

```lean
/-- For anticommuting `ψ` and `χ`, the coupling of the vector current to an external potential
is unchanged when the spinors are conjugated and the potential changes sign. -/
theorem coupling_invariant {ψ χ : Fin 4 → A} (h : ∀ a b, ψ a * χ b = -(χ b * ψ a))
    (pot : Fin 4 → ℂ) :
    ∑ μ, (-pot μ) • bilinear (conjChi ψ) (gamma μ) (conjPsi χ) =
      ∑ μ, pot μ • bilinear χ (gamma μ) ψ := by
  refine Finset.sum_congr rfl fun μ _ => ?_
  rw [(charge_conjugation_signs h).2.2.1 μ, smul_neg, neg_smul, neg_neg]
```

Your opening complaint is the case s = 1.

```lean
/-- If the components of `ψ` commute with those of `χ`, the same substitution leaves the
vector bilinear unchanged. -/
theorem vector_even_of_commuting {ψ χ : Fin 4 → A} (h : ∀ a b, ψ a * χ b = χ b * ψ a)
    (μ : Fin 4) :
    bilinear (conjChi ψ) (gamma μ) (conjPsi χ) = bilinear χ (gamma μ) ψ := by
  have hs : ∀ a b, ψ a * χ b = (1 : ℂ) • (χ b * ψ a) := fun a b => by rw [h a b, one_smul]
  rw [bilinear_conj hs, gamma_conj, Matrix.transpose_neg, Matrix.transpose_transpose]
  simp [bilinear]
```

**Q.** Show me with numbers.

**A.** Take ψ = (θ, 0, 0, 0) and χ = (η, 0, 0, 0). From the entries of C,

ψ' = (0, 0, 0, η),  χ' = (0, 0, 0, −θ).

The density χγ⁰ψ is ηθ before. Afterwards, since the last diagonal entry of γ⁰ is −1, it is (−1)(−θ)η = θη. For the commuting numbers θ = η = 2, where χ is the ψ̄ of ψ, both values are 4, the wrong sign for a conjugated charge density. For anticommuting θ and η, the second is −ηθ, as it should be.

**Q.** Does conjugating twice bring the spinors back?

**A.** Yes, and no exchange rule is needed. Since C⁻¹ = −C = Cᵀ, the double substitution on ψ gives −C(C⁻¹)ᵀψ = −C²ψ = ψ, and χ works the same way. Lean checks this component by component.

```lean
/-- Charge conjugation applied twice returns both spinors. -/
theorem conj_involutive (ψ χ : Fin 4 → A) :
    conjPsi (conjChi ψ) = ψ ∧ conjChi (conjPsi χ) = χ := by
  constructor <;> funext a <;> simp only [conjPsi, conjChi, C_explicit.2] <;>
    simp only [C_explicit.1] <;> fin_cases a <;> simp [Fin.sum_univ_four]
```

**Q.** Perhaps the anticommutation hypothesis forces every bilinear to vanish.

**A.** Two Grassmann generators, written as matrices, show otherwise.

```lean
/-- A Grassmann generator `θ` as a matrix on the span of `1, θ, η, θη`. -/
def theta : Matrix (Fin 4) (Fin 4) ℂ := !![0, 0, 0, 0; 1, 0, 0, 0; 0, 0, 0, 0; 0, 0, 1, 0]

/-- A second Grassmann generator `η` as a matrix on the span of `1, θ, η, θη`. -/
def eta : Matrix (Fin 4) (Fin 4) ℂ := !![0, 0, 0, 0; 0, 0, 0, 0; 1, 0, 0, 0; 0, -1, 0, 0]
```

With every ψ_a = θ and every χ_a = η, the hypothesis holds and the scalar bilinear is 4ηθ. Its lower left entry is −4, so it is not zero.

```lean
/-- The generators `θ` and `η` square to zero and anticommute, and the spinors with all
components `ψ_a = θ` and `χ_a = η` have a nonzero scalar bilinear. -/
theorem charge_conjugation_signs_witness :
    theta * theta = 0 ∧ eta * eta = 0 ∧ theta * eta = -(eta * theta) ∧
      bilinear (fun _ => eta) 1 (fun _ => theta) ≠ 0 := by
  refine ⟨?_, ?_, ?_, fun h => ?_⟩
  · ext i j
    fin_cases i <;> fin_cases j <;> simp [theta, Matrix.mul_apply, Fin.sum_univ_four]
  · ext i j
    fin_cases i <;> fin_cases j <;> simp [eta, Matrix.mul_apply, Fin.sum_univ_four]
  · ext i j
    fin_cases i <;> fin_cases j <;> simp [theta, eta, Matrix.mul_apply, Fin.sum_univ_four]
  · -- the scalar bilinear is `4 ηθ`, whose lower left entry is `-4`
    have hb : bilinear (fun _ => eta) 1 (fun _ => theta) = (4 : ℂ) • (eta * theta) := by
      simp only [bilinear, Matrix.one_apply, ite_smul, one_smul, zero_smul,
        Finset.sum_ite_eq, Finset.mem_univ, if_true]
      rw [Fin.sum_univ_four]
      module
    have he : (eta * theta) 3 0 = -1 := by
      rw [Matrix.mul_apply, Fin.sum_univ_four]
      simp [eta, theta]
    rw [hb] at h
    have h30 := congrFun (congrFun h 3) 0
    rw [Matrix.smul_apply, he] at h30
    norm_num at h30

end

end ChargeConjugationBilinears
```

**Q.** So may I use this for the quantised electron field?

**A.** For Grassmann fields, as in a path integral, the hypothesis holds at each point. For field operators one step remains: ψ and ψ̄ at equal times have a nonzero anticommutator at coincident points, so the current must first be normal-ordered or antisymmetrised, and the hypothesis says nothing about that step.

```lean
#print axioms ChargeConjugationBilinears.charge_conjugation_signs
#print axioms ChargeConjugationBilinears.coupling_invariant
#print axioms ChargeConjugationBilinears.vector_even_of_commuting
#print axioms ChargeConjugationBilinears.conj_involutive
```

```
'ChargeConjugationBilinears.charge_conjugation_signs' depends on axioms: [propext, Classical.choice, Quot.sound]
'ChargeConjugationBilinears.coupling_invariant' depends on axioms: [propext, Classical.choice, Quot.sound]
'ChargeConjugationBilinears.vector_even_of_commuting' depends on axioms: [propext, Classical.choice, Quot.sound]
'ChargeConjugationBilinears.conj_involutive' depends on axioms: [propext, Classical.choice, Quot.sound]
```
